# Extrapolating an entrywise positive propagator can make an entry negative: a five-site chain with a high barrier

A sign problem is taken here to mean a negative entry of a one-particle propagator in the site basis, where a path-integral simulation would want to read the entry as a probability weight. The model is one particle on an open chain of five sites, with Hamiltonian H = −K + V and imaginary time t. K is the adjacency matrix, so the hopping amplitude sets the unit of energy.

The symmetric splitting

S(t) = exp(−tV/2) exp(tK) exp(−tV/2)

approximates exp(−tH). Its leading error is of order t³, and the combination (4 S(t/2)² − S(t))/3 cancels it. The minus sign in that combination is what endangers positivity.

In Lean 4 with Mathlib:

```lean
import Mathlib

open Matrix NormedSpace

namespace ExtrapolatedPropagatorSign

noncomputable section
```

## The chain, the barrier and the two propagators

Sites are numbered 0 to 4, which is the type `Fin 5`, and all matrices are real. K connects neighbouring sites.

```lean
/-- Hopping matrix of the open five-site chain: its adjacency matrix. -/
def hopping : Matrix (Fin 5) (Fin 5) ℝ :=
  !![0, 1, 0, 0, 0; 1, 0, 1, 0, 0; 0, 1, 0, 1, 0; 0, 0, 1, 0, 1; 0, 0, 0, 1, 0]
```

The potential is a barrier of height v on sites 1, 2 and 3, and vanishes at the ends. No sign is imposed on v.

```lean
/-- On-site potential: height `v` on the three interior sites, zero at the ends. -/
def potential (v : ℝ) : Fin 5 → ℝ := ![0, v, v, v, 0]
```

The free propagator is G(h) = exp(hK), with the full matrix exponential and no truncation.

```lean
/-- Free propagator `exp(hK)` of the chain. -/
def free (h : ℝ) : Matrix (Fin 5) (Fin 5) ℝ := NormedSpace.exp (h • hopping)
```

`strang v t` is S(t) at barrier height v.

```lean
/-- Symmetric splitting `S(t) = exp(-tV/2) exp(tK) exp(-tV/2)`. -/
def strang (v t : ℝ) : Matrix (Fin 5) (Fin 5) ℝ :=
  NormedSpace.exp (diagonal fun i => -(t / 2) * potential v i) * free t *
    NormedSpace.exp (diagonal fun i => -(t / 2) * potential v i)
```

The extrapolated propagator uses two half steps and one full step.

```lean
/-- Extrapolated propagator `(4 S(t/2)² - S(t)) / 3`. -/
def extrapolated (v t : ℝ) : Matrix (Fin 5) (Fin 5) ℝ :=
  (1 / 3 : ℝ) • ((4 : ℝ) • strang v (t / 2) ^ 2 - strang v t)
```

When a particle goes from site 0 to site 4 in two free steps of length h, it may be on any of the five sites after the first step. The interior sites contribute

M(h) = G₀₁G₁₄ + G₀₂G₂₄ + G₀₃G₃₄, all at h.

```lean
/-- Free end-to-end weight of two steps `h` that meet on an interior site. -/
def interior (h : ℝ) : ℝ :=
  free h 0 1 * free h 1 4 + free h 0 2 * free h 2 4 + free h 0 3 * free h 3 4
```

## Standing waves give the free propagator

K has eigenvalues √3, 1, 0, −1, −√3. The normalised standing waves for the first three are

(1, √3, 2, √3, 1)/√12, (1, 1, 0, −1, −1)/2, (1, 0, −1, 0, 1)/√3,

and those for −1 and −√3 follow by alternating the signs from site to site. Write

C = cosh(√3h), c = cosh h, S = √3 sinh(√3h), s = sinh h,

where a bare S is this amplitude and S(t) remains the splitting. Summing over modes gives, for example,

G₀₀ = C/6 + c/2 + 1/3, G₀₄ = C/6 − c/2 + 1/3,
G₀₁ = S/6 + s/2, G₀₃ = S/6 − s/2, G₀₂ = (C − 1)/3.

The full table is `kernel`, in which the zero mode has a general amplitude z.

```lean
/-- Five-site matrix with even amplitudes `C, c, z` and odd amplitudes `S, s`. -/
def kernel (C c z S s : ℝ) : Matrix (Fin 5) (Fin 5) ℝ :=
  !![C/6 + c/2 + z/3, S/6 + s/2, (C - z)/3, S/6 - s/2, C/6 - c/2 + z/3;
     S/6 + s/2, (C + c)/2, S/3, (C - c)/2, S/6 - s/2;
     (C - z)/3, S/3, (2*C + z)/3, S/3, (C - z)/3;
     S/6 - s/2, (C - c)/2, S/3, (C + c)/2, S/6 + s/2;
     C/6 - c/2 + z/3, S/6 - s/2, (C - z)/3, S/6 + s/2, C/6 + c/2 + z/3]
```

In the eigenbasis, and for the potential, only diagonal matrices have to be exponentiated, and this happens entry by entry.

```lean
/-- The exponential of a diagonal matrix is taken entry by entry on the diagonal. -/
theorem exp_diag (d : Fin 5 → ℝ) :
    NormedSpace.exp (diagonal d) = diagonal fun i => Real.exp (d i) := by
  rw [Matrix.exp_diagonal]
  congr 1
  ext i
  rw [Real.exp_eq_exp_ℝ]
  -- evaluation at a site is a continuous ring homomorphism
  exact NormedSpace.map_exp (Pi.evalRingHom (fun _ : Fin 5 => ℝ) i) (continuous_apply i) d
```

The code keeps the standing waves unnormalised, as columns of `P`, and puts the squared norms 12, 4, 3, 4, 12 into `Q`. The identity `core` evaluates P·diag·Q for any five diagonal numbers. It is used three times: with ones it gives PQ = 1, with the eigenvalues times h it gives hK, and with their exponentials it gives G(h). `Matrix.exp_conj` carries the exponential through the change of basis.

```lean
/-- Closed hyperbolic form of the free propagator on the five-site chain. -/
theorem free_eq (h : ℝ) : free h = kernel (Real.cosh (√3 * h)) (Real.cosh h) 1
    (√3 * Real.sinh (√3 * h)) (Real.sinh h) := by
  have hr : √3 * √3 = (3 : ℝ) := Real.mul_self_sqrt (by norm_num)
  generalize √3 = r at hr ⊢
  -- the columns of `P` are the standing waves of the chain
  obtain ⟨P, hP⟩ : ∃ P : Matrix (Fin 5) (Fin 5) ℝ, P = !![1, 1, 1, 1, 1;
    r, 1, 0, -1, -r; 2, 0, -1, 0, 2; r, -1, 0, 1, -r; 1, -1, 1, -1, 1] := ⟨_, rfl⟩
  obtain ⟨Q, hQ⟩ : ∃ Q : Matrix (Fin 5) (Fin 5) ℝ, Q = !![1/12, r/12, 1/6, r/12, 1/12;
    1/4, 1/4, 0, -1/4, -1/4; 1/3, 0, -1/3, 0, 1/3; 1/4, -1/4, 0, 1/4, -1/4;
    1/12, -r/12, 1/6, -r/12, 1/12] := ⟨_, rfl⟩
  have core : ∀ a b z b' a' : ℝ, P * diagonal ![a, b, z, b', a'] * Q =
      kernel ((a + a')/2) ((b + b')/2) z (r * ((a - a')/2)) ((b - b')/2) := by
    intro a b z b' a'
    have h1 : r * r * a = 3 * a := by rw [hr]
    have h2 : r * r * a' = 3 * a' := by rw [hr]
    ext i j
    rw [Matrix.mul_apply]
    simp only [Matrix.mul_diagonal, Fin.sum_univ_five, hP, hQ, kernel]
    fin_cases i <;> fin_cases j <;> simp <;> linarith
  have hPQ : P * Q = 1 := by
    have hd : diagonal ![(1 : ℝ), 1, 1, 1, 1] = 1 := by
      rw [← Matrix.diagonal_one]
      congr 1
      ext i
      fin_cases i <;> rfl
    have h1 := core 1 1 1 1 1
    rw [hd, mul_one] at h1
    rw [h1]
    ext i j
    fin_cases i <;> fin_cases j <;> norm_num [kernel, Matrix.one_apply]
  have hinv : P⁻¹ = Q := Matrix.inv_eq_right_inv hPQ
  have hU : IsUnit P := ⟨⟨P, Q, hPQ, mul_eq_one_comm.mp hPQ⟩, rfl⟩
  have hK : h • hopping = P * diagonal ![r * h, h, 0, -h, -(r * h)] * P⁻¹ := by
    have e1 : r * ((r * h - -(r * h))/2) = 3 * h := by linear_combination h * hr
    have e2 : (h - -h)/2 = h := by ring
    have e3 : (r * h + -(r * h))/2 = 0 := by ring
    have e4 : (h + -h)/2 = 0 := by ring
    rw [hinv, core, e1, e2, e3, e4]
    ext i j
    fin_cases i <;> fin_cases j <;> simp [hopping, kernel] <;> linarith
  have hE : (fun i => Real.exp (![r * h, h, 0, -h, -(r * h)] i)) =
      ![Real.exp (r * h), Real.exp h, 1, Real.exp (-h), Real.exp (-(r * h))] := by
    ext i
    fin_cases i <;> simp
  rw [free, hK, Matrix.exp_conj _ _ hU, exp_diag, hE, hinv, core,
    Real.cosh_eq, Real.cosh_eq, Real.sinh_eq, Real.sinh_eq]
```

## Every free amplitude is positive

The inequalities below compare power series in h. The one needed is

cosh(rh) = Σₙ qⁿ h²ⁿ/(2n)!, with q = r².

```lean
/-- Power series of `cosh(rx)` in even powers of `x`, with `q = r²`. -/
theorem hasSum_cosh_mul {r q : ℝ} (hr : r ^ 2 = q) (x : ℝ) :
    HasSum (fun n : ℕ => q ^ n * (x ^ (2 * n) / ((2 * n).factorial : ℝ)))
      (Real.cosh (r * x)) := by
  have e : (fun n : ℕ => q ^ n * (x ^ (2 * n) / ((2 * n).factorial : ℝ))) =
      fun n : ℕ => (r * x) ^ (2 * n) / ((2 * n).factorial : ℝ) := by
    funext n
    rw [mul_pow, pow_mul r, hr]
    ring
  rw [e]
  exact Real.hasSum_cosh _
```

K has no negative entries and the chain is connected, so the power series of exp(hK) already makes every entry positive for h > 0. The code proves this from the closed forms instead, where minus signs appear. The entries that need most care there are G₀₄ = (C + 2 − 3c)/6, G₀₃ = (S − 3s)/6 and their mirror images. For the first,

C + 2 − 3c = 2 + Σₙ (3ⁿ − 3) h²ⁿ/(2n)!.

The orders n = 0 and n = 1 cancel and all later terms are positive, so the sum is at least its n = 2 term, h⁴/4. For the second, C > 3c − 2 ≥ 1 gives

S² − 9s² = 3C² − 9c² + 6 > 3(3c − 2)² − 9c² + 6 = 18(c − 1)² ≥ 0,

hence S > 3s. Also C > 3c − 2 ≥ c ≥ 1, which settles the remaining differences C − c and C − 1.

In the code, `le_hasSum` keeps the n = 2 term as a lower bound, `nlinarith` does the comparison of squares, and `fin_cases` goes through the 25 entries.

```lean
/-- For every `h > 0` all entries of the free propagator are positive. -/
theorem free_pos {h : ℝ} (hh : 0 < h) (i j : Fin 5) : 0 < free h i j := by
  have h3 : √3 ^ 2 = (3 : ℝ) := Real.sq_sqrt (by norm_num)
  -- series comparison: `3 cosh h < cosh(√3 h) + 2`
  have hC : 3 * Real.cosh h < Real.cosh (√3 * h) + 2 := by
    have H := ((hasSum_cosh_mul h3 h).sub
      ((hasSum_cosh_mul (one_pow 2) h).mul_left 3)).add (hasSum_ite_eq (0 : ℕ) (2 : ℝ))
    have H2 := le_hasSum H 2 (fun n _ => by
      rcases n with _ | n
      · norm_num
      · have hT : 0 ≤ h ^ (2 * (n + 1)) / ((2 * (n + 1)).factorial : ℝ) := by positivity
        have hp : (1 : ℝ) ≤ 3 ^ n := one_le_pow₀ (by norm_num)
        simp only [Nat.succ_ne_zero, if_false, one_pow, pow_succ (3 : ℝ) n]
        nlinarith [mul_nonneg (sub_nonneg.2 hp) hT])
    norm_num [Nat.factorial] at H2
    linarith [pow_pos hh 4]
  have hc := Real.one_le_cosh h
  have hs : 0 < Real.sinh h := Real.sinh_pos_iff.2 hh
  have hS0 : 0 < √3 * Real.sinh (√3 * h) :=
    mul_pos (by positivity) (Real.sinh_pos_iff.2 (by positivity))
  have hS2 : (√3 * Real.sinh (√3 * h)) ^ 2 = 3 * (Real.cosh (√3 * h) ^ 2 - 1) := by
    rw [mul_pow, h3, Real.cosh_sq]; ring
  have hs2 := Real.cosh_sq h
  rw [free_eq]
  generalize √3 * Real.sinh (√3 * h) = S at *
  generalize Real.cosh (√3 * h) = C at *
  generalize Real.cosh h = c at *
  generalize Real.sinh h = s at *
  have hS : 3 * s < S := by
    refine lt_of_pow_lt_pow_left₀ 2 hS0.le ?_
    have hm : 0 < (C + 2 - 3 * c) * (C + 3 * c - 2) :=
      mul_pos (by linarith) (by linarith)
    nlinarith [sq_nonneg (c - 1)]
  fin_cases i <;> fin_cases j <;> simp [kernel] <;> linarith
```

## Interior paths outweigh the ends

Whether a high barrier can make the extrapolated entry negative will depend on the sign of M(h) − 6G₀₀G₀₄, with all amplitudes at h. From the table,

M = (C² − 1)/6 − (c² − 1)/2 + (C − 1)²/9,
6G₀₀G₀₄ = (C + 2)²/6 − 3c²/2.

Subtracting, multiplying by 9 and using the double-angle formula for cosh,

9(M − 6G₀₀G₀₄) = C² + 9c² − 8C − 2
= ½ cosh(2√3h) + (9/2) cosh(2h) − 8 cosh(√3h) + 3.

The coefficient of h²ⁿ/(2n)! for n ≥ 1 is ½·12ⁿ + (9/2)·4ⁿ − 8·3ⁿ. It vanishes at n = 1, as does the constant term with its extra 3. For n ≥ 2 it equals 72(12ⁿ⁻² − 3ⁿ⁻²) + (9/2)·4ⁿ, which is positive. The n = 2 term alone is 3h⁴, so M > 6G₀₀G₀₄ for every h > 0. The code again retains this term through `le_hasSum`.

```lean
/-- For every `h > 0`, the interior weight exceeds six times the product of the
end-site return amplitude and the end-to-end amplitude. -/
theorem interior_gap {h : ℝ} (hh : 0 < h) :
    6 * (free h 0 0 * free h 0 4) < interior h := by
  have h3 : √3 ^ 2 = (3 : ℝ) := Real.sq_sqrt (by norm_num)
  have h12 : (2 * √3) ^ 2 = (12 : ℝ) := by rw [mul_pow, h3]; norm_num
  have h4 : (2 : ℝ) ^ 2 = 4 := by norm_num
  have H := ((((hasSum_cosh_mul h4 h).mul_left (9 / 2)).add
    ((hasSum_cosh_mul h12 h).mul_left (1 / 2))).sub
    ((hasSum_cosh_mul h3 h).mul_left 8)).add (hasSum_ite_eq (0 : ℕ) (3 : ℝ))
  -- no term of the series is negative, and the quartic one is positive
  have H2 := le_hasSum H 2 (fun n _ => by
    rcases n with _ | _ | n
    · norm_num
    · norm_num [Nat.factorial]
      linarith
    · have hT : 0 ≤ h ^ (2 * (n + 2)) / ((2 * (n + 2)).factorial : ℝ) := by positivity
      have hp : (3 : ℝ) ^ n ≤ 12 ^ n := pow_le_pow_left₀ (by norm_num) (by norm_num) n
      have hq : (0 : ℝ) ≤ 4 ^ (n + 2) := by positivity
      have e1 : (12 : ℝ) ^ (n + 2) = 144 * 12 ^ n := by ring
      have e2 : (3 : ℝ) ^ (n + 2) = 9 * 3 ^ n := by ring
      simp only [Nat.succ_ne_zero, if_false, add_assoc, Nat.reduceAdd, e1, e2]
      nlinarith [mul_nonneg (sub_nonneg.2 hp) hT, mul_nonneg hq hT])
  rw [mul_assoc 2 (√3) h, Real.cosh_two_mul, Real.cosh_two_mul] at H2
  norm_num [Nat.factorial] at H2
  have hS2 : (√3 * Real.sinh (√3 * h)) ^ 2 = 3 * (Real.cosh (√3 * h) ^ 2 - 1) := by
    rw [mul_pow, h3, Real.cosh_sq]; ring
  have hs2 := Real.cosh_sq h
  have hC2 := Real.cosh_sq (√3 * h)
  have hx := pow_pos hh 4
  rw [interior, free_eq]
  generalize √3 * Real.sinh (√3 * h) = S at *
  simp only [kernel, Matrix.of_apply, Matrix.cons_val]
  nlinarith
```

## The barrier acts only at half time

The potential factors are diagonal, so

S(t)ᵢⱼ = exp(−tVᵢ/2) Gᵢⱼ(t) exp(−tVⱼ/2).

```lean
/-- Each entry of `S(t)` is the free amplitude times the potential weights of its two sites. -/
theorem strang_apply (v t : ℝ) (i j : Fin 5) : strang v t i j =
    Real.exp (-(t / 2) * potential v i) * free t i j *
      Real.exp (-(t / 2) * potential v j) := by
  rw [strang, exp_diag, Matrix.mul_diagonal, Matrix.diagonal_mul]
```

Since V vanishes at both ends, S(t)₀₄ = G₀₄(t): the single full step does not see the barrier at all. Split it at half time with G(t) = G(t/2)², and write p = G₀₀G₀₄ and M at h = t/2. By mirror symmetry G₄₄ = G₀₀, so

S(t)₀₄ = 2p + M.

In S(t/2)² an interior site at half time receives a factor exp(−tv/4) from each step, together w = exp(−tv/2):

(S(t/2)²)₀₄ = 2p + wM.

The extrapolated entry is therefore

[4(2p + wM) − (2p + M)]/3 = [6p − (1 − 4w)M]/3.

```lean
/-- The extrapolated end-to-end entry, split by the site occupied at half time. -/
theorem extrapolated_ends (v t : ℝ) : extrapolated v t 0 4 =
    (6 * (free (t / 2) 0 0 * free (t / 2) 0 4) -
      (1 - 4 * Real.exp (-(t * v / 2))) * interior (t / 2)) / 3 := by
  have hG : free t = free (t / 2) * free (t / 2) := by
    rw [free, free, ← Matrix.exp_add_of_commute _ _ (Commute.refl _), ← add_smul, add_halves]
  have h44 : free (t / 2) 4 4 = free (t / 2) 0 0 := by rw [free_eq]; rfl
  have hw : Real.exp (-(t * v / 2)) =
      Real.exp (-(t / 2 / 2) * v) * Real.exp (-(t / 2 / 2) * v) := by
    rw [← Real.exp_add]; congr 1; ring
  have p0 : potential v 0 = 0 := rfl
  have p1 : potential v 1 = v := rfl
  have p2 : potential v 2 = v := rfl
  have p3 : potential v 3 = v := rfl
  have p4 : potential v 4 = 0 := rfl
  simp only [extrapolated, interior, Matrix.smul_apply, Matrix.sub_apply, pow_two,
    Matrix.mul_apply, strang_apply, hG, Fin.sum_univ_five, smul_eq_mul, p0, p1, p2, p3, p4,
    mul_zero, Real.exp_zero, h44, hw]
  ring
```

## One threshold in the barrier height

This entry is negative exactly when

w < q, with q = (M − 6p)/(4M).

Because 0 < 6p < M, q lies strictly between 0 and 1/4. Since w decreases with v, the condition becomes v > v₀ with v₀ = −(2/t) ln q > 0.

The theorem says that for each t > 0 all entries of S(t) are positive at every real v, and that there is a positive v₀ such that, for every real v, the end-to-end entry of the extrapolated propagator is negative if and only if v₀ < v. The threshold is chosen after t and may depend on it. In the proof, `key` turns the condition on w into the condition on v by taking a logarithm.

The only hypothesis is t > 0, and t ≥ 0 would not be enough. At t = 0 both S(t) and the extrapolated propagator are the identity, so the end-to-end entry is 0 for every v: S(0) is not entrywise positive, and no barrier height makes the extrapolated entry negative.

```lean
/-- For every `t > 0`, `S(t)` is entrywise positive for all `v`, yet the end-to-end entry of
`(4 S(t/2)² - S(t))/3` is negative exactly when `v` exceeds some positive threshold. -/
theorem extrapolation_sign_problem {t : ℝ} (ht : 0 < t) :
    (∀ v i j, 0 < strang v t i j) ∧
      ∃ v₀ > 0, ∀ v, extrapolated v t 0 4 < 0 ↔ v₀ < v := by
  refine ⟨fun v i j => ?_, ?_⟩
  · rw [strang_apply]
    exact mul_pos (mul_pos (Real.exp_pos _) (free_pos ht i j)) (Real.exp_pos _)
  have hh : 0 < t / 2 := half_pos ht
  have hp := mul_pos (free_pos hh 0 0) (free_pos hh 0 4)
  have hg := interior_gap hh
  simp only [extrapolated_ends]
  generalize free (t / 2) 0 0 * free (t / 2) 0 4 = p at *
  generalize interior (t / 2) = M at *
  have hM : 0 < 4 * M := by linarith
  -- the sign changes where `exp(-tv/2)` equals `q`
  obtain ⟨q, hq⟩ : ∃ q, q = (M - 6 * p) / (4 * M) := ⟨_, rfl⟩
  have hq0 : 0 < q := by rw [hq]; exact div_pos (by linarith) hM
  have hq1 : q < 1 := by rw [hq, div_lt_one hM]; linarith
  refine ⟨-2 * Real.log q / t, div_pos (by linarith [Real.log_neg hq0 hq1]) ht, fun v => ?_⟩
  have key : Real.exp (-(t * v / 2)) < q ↔ -2 * Real.log q / t < v := by
    rw [← Real.lt_log_iff_exp_lt hq0, div_lt_iff₀ ht]
    constructor <;> intro h <;> linarith
  rw [← key, hq, lt_div_iff₀ hM]
  constructor <;> intro h <;> linarith
```

If tv ≤ 2 ln 4, then w ≥ 1/4, the term −(1 − 4w)M is not negative, and the entry is at least 2p > 0. At a fixed barrier height v > 0, a time step t ≤ (2 ln 4)/v thus keeps this entry positive.

```lean
/-- For `t > 0` and `t v ≤ 2 log 4` the extrapolated end-to-end entry is positive. -/
theorem extrapolated_ends_pos {t v : ℝ} (ht : 0 < t) (hv : t * v ≤ 2 * Real.log 4) :
    0 < extrapolated v t 0 4 := by
  have hh : 0 < t / 2 := half_pos ht
  have hp := mul_pos (free_pos hh 0 0) (free_pos hh 0 4)
  have hM : 0 < interior (t / 2) := by linarith [interior_gap hh]
  have hw : 1 / 4 ≤ Real.exp (-(t * v / 2)) := by
    have h1 : Real.exp (-Real.log 4) = 1 / 4 := by
      rw [Real.exp_neg, Real.exp_log (by norm_num)]; norm_num
    rw [← h1]
    exact Real.exp_le_exp.2 (by linarith)
  rw [extrapolated_ends]
  nlinarith [mul_nonneg (sub_nonneg.2 hw) hM.le]

end

end ExtrapolatedPropagatorSign
```

```lean
#print axioms ExtrapolatedPropagatorSign.extrapolation_sign_problem
#print axioms ExtrapolatedPropagatorSign.extrapolated_ends_pos
```

```
'ExtrapolatedPropagatorSign.extrapolation_sign_problem' depends on axioms: [propext, Classical.choice, Quot.sound]
'ExtrapolatedPropagatorSign.extrapolated_ends_pos' depends on axioms: [propext, Classical.choice, Quot.sound]
```

For path-integral Monte Carlo, this one-particle, five-site example shows that a higher-order propagator built by subtraction can lose the positive weights of the splitting it is built from. The theorems concern this chain and this barrier shape. They give no sign for the other extrapolated entries, and no estimate of how severe the cancellations would be in a simulation with many time steps or many particles.
